# The optimal energy of a quadratic model is convex in the trust radius exactly when the Hessian is positive semidefinite

In a geometry optimisation with a trust radius, suppose the best step of the quadratic model has been found for two radii, and a radius between them is now being considered. Linear interpolation between the two model energies gives a quick estimate for the intermediate radius. If the optimal model energy is a convex function of the radius, this estimate is safe: the model promises at least the interpolated lowering. For a positive semidefinite Hessian that holds for every pair of radii. For a Hessian with a direction of negative curvature it fails for some pair, and such pairs exist beyond any given radius.

## Convexity and curvature

Let g be the gradient and H the Hessian at the current geometry. The model energy change for a step p is

m(p) = ⟨g,p⟩ + ⟨p,Hp⟩/2,

and the optimal value for trust radius D ≥ 0 is

v(D) = min { m(p) : ‖p‖ ≤ D }.

The minimum exists because m is continuous and the ball is compact. The claim is that, for symmetric H, v is convex on [0,∞) if and only if H is positive semidefinite. More strongly, for any fixed R ≥ 0, convexity on [R,∞) alone is already equivalent to ⟨p,Hp⟩ ≥ 0 for all p.

**Nonnegative curvature gives convexity.** Take radii x, y ≥ 0 with minimisers p, q, and weights a, b ≥ 0 with a + b = 1. The mixed step is allowed at the mixed radius, since

‖ap + bq‖ ≤ a‖p‖ + b‖q‖ ≤ ax + by.

Expanding the quadratic terms and using a + b = 1 gives

a m(p) + b m(q) − m(ap + bq) = ab ⟨p − q, H(p − q)⟩/2 ≥ 0.

Therefore

v(ax + by) ≤ m(ap + bq) ≤ a m(p) + b m(q) = a v(x) + b v(y).

**Negative curvature destroys convexity.** Suppose ⟨p,Hp⟩ < 0 for some p. Then p ≠ 0, and the unit vector u = p/‖p‖ has k = ⟨u,Hu⟩ < 0. Along u the model is

m(cu) = c⟨g,u⟩ + c²k/2.

Choosing c = D or c = −D so that the linear term is not positive gives

v(D) ≤ D²k/2.

Now assume that v is convex on [R,∞), and let t ≥ 1. The radius R + 1 is a mixture of R and R + t:

R + 1 = (1 − 1/t)R + (1/t)(R + t).

The zero step shows that v(R) ≤ 0. Since k < 0 and (R + t)² ≥ t², convexity yields

v(R + 1) ≤ (1 − 1/t)v(R) + v(R + t)/t ≤ (R + t)²k/(2t) ≤ tk/2.

The left side is a fixed number, while the right side tends to −∞ as t grows. This is a contradiction.

**Small radii can hide negative curvature.** Let e be a unit vector, g = −e, and let H have curvature +1 along e and −1 orthogonal to it. With s = ⟨e,p⟩,

m(p) = −s + s² − ‖p‖²/2.

The step p = De gives −D + D²/2. Any other allowed step has s ≤ D and ‖p‖ ≤ D, so for D ≤ 1/2

m(p) − (−D + D²/2) ≥ D − s + s² − D² = (D − s)(1 − D − s) ≥ 0.

Hence v(D) = −D + D²/2 on [0,1/2], which is convex. In two or more dimensions this H has directions of negative curvature, so convexity over a bounded range of radii does not certify a positive semidefinite Hessian.

For electronic-structure geometry optimisation, the result describes exact minimisation of a quadratic model with fixed g and H. It does not describe the true potential energy surface, or steps that solve the model only approximately.

## The step space and the model in Lean

The space of steps is a real inner product space `E`, which is later assumed to be finite-dimensional. It includes R^n with its Euclidean norm for every n ≥ 1, and the theorems also hold in dimension zero.

```lean
import Mathlib

open Set

namespace TrustRadiusConvexity

noncomputable section

variable {E : Type*} [NormedAddCommGroup E] [InnerProductSpace ℝ E]
```

The gradient is a vector `g`, the Hessian is a linear map `H`, and `inner ℝ g p` is ⟨g,p⟩. Symmetry is not built into `H`; it enters as a hypothesis only in the final equivalence.

```lean
/-- The quadratic model of the energy change for a step `p`, with gradient `g` and Hessian `H`. -/
def quadModel (g : E) (H : E →ₗ[ℝ] E) (p : E) : ℝ :=
  inner ℝ g p + inner ℝ p (H p) / 2
```

The optimal value is defined as the infimum of the model over the closed ball of radius `D` about the zero step. The trust region is therefore measured in the same norm that comes from the inner product of `E`.

```lean
/-- The optimal model value over all steps of length at most the trust radius `D`. -/
def trustValue (g : E) (H : E →ₗ[ℝ] E) (D : ℝ) : ℝ :=
  sInf (quadModel g H '' Metric.closedBall 0 D)
```

A more concrete model would take steps in R^n and a symmetric n × n matrix for the Hessian. The conclusion would then speak of a positive semidefinite matrix, and the argument would be unchanged. The abstract space also covers a subspace of steps, such as those orthogonal to overall translations, with a Hessian projected onto that subspace.

The example with small radii needs its own Hessian, p ↦ 2⟨e,p⟩e − p. The two proof fields verify that this map is linear.

```lean
/-- The Hessian with curvature `+1` along a unit vector `e` and `-1` orthogonal to it. -/
def saddleHessian (e : E) : E →ₗ[ℝ] E where
  toFun p := (2 * inner ℝ e p) • e - p
  map_add' p q := by
    rw [inner_add_right]
    module
  map_smul' c p := by
    rw [real_inner_smul_right, RingHom.id_apply]
    module
```

## The minimum and two upper bounds

`IsLeast` says that `trustValue g H D` is the model value of some allowed step and is at most the model value of every allowed step. The proof obtains continuity of `H` from finite dimension, then a minimiser from compactness of the ball, and identifies its value with the infimum.

```lean
variable [FiniteDimensional ℝ E]

/-- For every trust radius `D ≥ 0` some step in the trust region attains the optimal value. -/
theorem isLeast_trustValue (g : E) (H : E →ₗ[ℝ] E) {D : ℝ} (hD : 0 ≤ D) :
    IsLeast (quadModel g H '' Metric.closedBall 0 D) (trustValue g H D) := by
  have hH : Continuous H := H.continuous_of_finiteDimensional
  have hc : Continuous (quadModel g H) :=
    (continuous_const.inner continuous_id).add ((continuous_id.inner hH).div_const 2)
  -- a continuous function attains its minimum on the compact ball
  obtain ⟨p, hp, hmin⟩ := (isCompact_closedBall (0 : E) D).exists_isMinOn
    ⟨0, Metric.mem_closedBall_self hD⟩ hc.continuousOn
  have hl : IsLeast (quadModel g H '' Metric.closedBall 0 D) (quadModel g H p) := by
    refine ⟨⟨p, hp, rfl⟩, ?_⟩
    rintro _ ⟨q, hq, rfl⟩
    exact hmin hq
  have he : trustValue g H D = quadModel g H p := hl.csInf_eq
  rw [he]
  exact hl
```

Any step within the radius gives an upper bound on the optimal value. Both directions of the equivalence use this.

```lean
/-- The optimal value is at most the model value of any step within the trust radius. -/
theorem trustValue_le (g : E) (H : E →ₗ[ℝ] E) {D : ℝ} {p : E} (hp : ‖p‖ ≤ D) :
    trustValue g H D ≤ quadModel g H p :=
  (isLeast_trustValue g H ((norm_nonneg p).trans hp)).2
    ⟨p, mem_closedBall_zero_iff.2 hp, rfl⟩
```

The next lemma is v(D) ≤ D²⟨u,Hu⟩/2 for a unit vector u. The identity `hm` is the formula for m(cu), and the case split on the sign of ⟨g,u⟩ selects the step `D • u` or `(-D) • u`.

```lean
/-- The curvature along any unit vector `u` bounds the optimal value by `D² ⟨u, H u⟩ / 2`. -/
theorem trustValue_le_curvature (g : E) (H : E →ₗ[ℝ] E) {D : ℝ} (hD : 0 ≤ D)
    {u : E} (hu : ‖u‖ = 1) :
    trustValue g H D ≤ D ^ 2 * inner ℝ u (H u) / 2 := by
  have hm : ∀ c : ℝ, quadModel g H (c • u)
      = c * inner ℝ g u + c ^ 2 * inner ℝ u (H u) / 2 := by
    intro c
    simp only [quadModel, map_smul, real_inner_smul_left, real_inner_smul_right]
    ring
  -- step along `u` or `-u`, whichever makes the linear term nonpositive
  rcases le_total (inner ℝ g u) 0 with h | h
  · have h1 := trustValue_le g H (D := D) (p := D • u)
      (by rw [norm_smul, hu, Real.norm_of_nonneg hD, mul_one])
    rw [hm] at h1
    nlinarith [mul_nonneg hD (neg_nonneg.2 h)]
  · have h1 := trustValue_le g H (D := D) (p := (-D) • u)
      (by rw [norm_smul, hu, norm_neg, Real.norm_of_nonneg hD, mul_one])
    rw [hm] at h1
    nlinarith [mul_nonneg hD h]
```

## From nonnegative curvature to convexity

`ConvexOn ℝ (Ici 0)` is the usual convexity inequality on [0,∞). The proof takes the minimisers `p` and `q` at radii `x` and `y`. The inequality `hn` is the triangle inequality for the mixed step. The term `h` is ab⟨p − q, H(p − q)⟩ ≥ 0; once its inner products have been expanded, `nlinarith` recovers the convexity of the model from it.

```lean
/-- If the curvature is nonnegative in every direction, the optimal value is a convex function
of the trust radius. -/
theorem convexOn_of_nonneg (g : E) (H : E →ₗ[ℝ] E) (hpos : ∀ p, 0 ≤ inner ℝ p (H p)) :
    ConvexOn ℝ (Ici 0) (trustValue g H) := by
  refine ⟨convex_Ici 0, fun x hx y hy a b ha hb hab => ?_⟩
  obtain ⟨p, hp, hpv⟩ := (isLeast_trustValue g H hx).1
  obtain ⟨q, hq, hqv⟩ := (isLeast_trustValue g H hy).1
  rw [mem_closedBall_zero_iff] at hp hq
  rw [← hpv, ← hqv]
  simp only [smul_eq_mul]
  -- the mixed step is feasible for the mixed radius
  have hn : ‖a • p + b • q‖ ≤ a * x + b * y := by
    refine (norm_add_le _ _).trans ?_
    rw [norm_smul, norm_smul, Real.norm_of_nonneg ha, Real.norm_of_nonneg hb]
    gcongr
  refine (trustValue_le g H hn).trans ?_
  -- the model itself is convex
  obtain rfl : b = 1 - a := by linarith
  have h := mul_nonneg (mul_nonneg ha hb) (hpos (p - q))
  simp only [quadModel, map_add, map_sub, map_smul, inner_add_left, inner_add_right,
    inner_sub_left, inner_sub_right, real_inner_smul_left, real_inner_smul_right] at h ⊢
  nlinarith [h]
```

## The equivalence on every tail of radii

For each `R` with `0 ≤ R`, the theorem equates convexity on [R,∞) with nonnegative curvature in every direction. One direction restricts the previous theorem to [R,∞).

The other direction argues by contradiction. It normalises the offending vector, names its curvature `k`, and proves in `key` that v(R + 1) ≤ tk/2 for every t ≥ 1. Inside `key`, `hpt` is the decomposition of R + 1, `h0` is v(R) ≤ 0, and `h1` is the curvature bound at radius R + t. The final choice is

t = 1 + 2|v(R + 1)|/(−k),

for which tk/2 = k/2 − |v(R + 1)|. This lies strictly below v(R + 1), which contradicts `key`.

```lean
/-- For any `R ≥ 0`, the optimal value is convex in the trust radius on `[R, ∞)` if and only if
the Hessian has no direction of negative curvature. -/
theorem convexOn_tail_iff (g : E) (H : E →ₗ[ℝ] E) {R : ℝ} (hR : 0 ≤ R) :
    ConvexOn ℝ (Ici R) (trustValue g H) ↔ ∀ p, 0 ≤ inner ℝ p (H p) := by
  refine ⟨fun hconv p => ?_, fun h =>
    (convexOn_of_nonneg g H h).subset (Ici_subset_Ici.2 hR) (convex_Ici R)⟩
  by_contra hneg
  have hneg' : inner ℝ p (H p) < 0 := not_le.1 hneg
  have hp0 : p ≠ 0 := by
    rintro rfl
    simp at hneg'
  have hn : 0 < ‖p‖ := norm_pos_iff.2 hp0
  -- normalise the direction of negative curvature
  have hu : ‖‖p‖⁻¹ • p‖ = 1 := by
    rw [norm_smul, norm_inv, norm_norm, inv_mul_cancel₀ hn.ne']
  obtain ⟨k, hk⟩ : ∃ k : ℝ, k = inner ℝ (‖p‖⁻¹ • p) (H (‖p‖⁻¹ • p)) := ⟨_, rfl⟩
  have hk0 : k < 0 := by
    rw [hk, map_smul, real_inner_smul_left, real_inner_smul_right]
    exact mul_neg_of_pos_of_neg (inv_pos.2 hn) (mul_neg_of_pos_of_neg (inv_pos.2 hn) hneg')
  -- convexity at `R`, `R + 1`, `R + t` bounds the value at `R + 1` by `t k / 2`
  have key : ∀ t : ℝ, 1 ≤ t → trustValue g H (R + 1) ≤ t * k / 2 := by
    intro t ht
    have ht0 : 0 < t := by linarith
    have hbt : t⁻¹ * t = 1 := inv_mul_cancel₀ ht0.ne'
    have hb0 : 0 ≤ t⁻¹ := (inv_pos.2 ht0).le
    have hb1 : 0 ≤ 1 - t⁻¹ := by nlinarith
    have hc := hconv.2 (mem_Ici.2 le_rfl) (mem_Ici.2 (by linarith : R ≤ R + t))
      hb1 hb0 (by ring)
    simp only [smul_eq_mul] at hc
    have hpt : (1 - t⁻¹) * R + t⁻¹ * (R + t) = R + 1 := by linear_combination hbt
    rw [hpt] at hc
    have h0 : trustValue g H R ≤ 0 := by
      have h := trustValue_le g H (D := R) (p := 0) (by simpa using hR)
      simpa [quadModel] using h
    have h1 := trustValue_le_curvature g H (by linarith : 0 ≤ R + t) hu
    rw [← hk] at h1
    have h2 : (R + t) ^ 2 * k ≤ t ^ 2 * k :=
      mul_le_mul_of_nonpos_right (by nlinarith [mul_nonneg hR ht0.le]) hk0.le
    have h3 : t⁻¹ * trustValue g H (R + t) ≤ t⁻¹ * (t ^ 2 * k / 2) :=
      mul_le_mul_of_nonneg_left (by linarith) hb0
    have h4 : t⁻¹ * (t ^ 2 * k / 2) = t * k / 2 := by
      linear_combination (t * k / 2) * hbt
    have h5 := mul_nonneg hb1 (neg_nonneg.2 h0)
    linarith
  -- a large enough `t` contradicts this bound
  have hd : 0 ≤ 2 * |trustValue g H (R + 1)| / (-k) :=
    div_nonneg (by positivity) (by linarith)
  have hfin := key (1 + 2 * |trustValue g H (R + 1)| / (-k)) (by linarith)
  have hcancel : 2 * |trustValue g H (R + 1)| / (-k) * (-k)
      = 2 * |trustValue g H (R + 1)| := div_mul_cancel₀ _ (by linarith)
  have habs := neg_abs_le (trustValue g H (R + 1))
  nlinarith
```

## Symmetric Hessians

For R = 0 and a symmetric Hessian, the curvature condition becomes Mathlib's `IsPositive`, which means symmetric with ⟨Hx,x⟩ ≥ 0 for all x. This is positive semidefiniteness, so zero eigenvalues are allowed. The gradient is arbitrary, and the current geometry need not be a stationary point. The proof applies the tail theorem and exchanges the two arguments of the inner product.

```lean
/-- For a symmetric Hessian, the optimal value is convex in the trust radius `D ≥ 0` if and only
if the Hessian is positive semidefinite. -/
theorem convexOn_trustValue_iff_isPositive (g : E) (H : E →ₗ[ℝ] E) (hH : H.IsSymmetric) :
    ConvexOn ℝ (Ici 0) (trustValue g H) ↔ H.IsPositive := by
  rw [convexOn_tail_iff g H le_rfl]
  constructor
  · intro h
    refine ⟨hH, fun x => ?_⟩
    have h1 : 0 ≤ inner ℝ (H x) x := by
      rw [real_inner_comm]
      exact h x
    simpa using h1
  · intro h x
    have h1 : 0 ≤ inner ℝ (H x) x := by simpa using h.2 x
    rw [real_inner_comm]
    exact h1
```

## Convexity at small radii despite negative curvature

The formula v(D) = −D + D²/2 is proved by two inequalities. The upper bound inserts the step `D • e`. The lower bound takes a minimiser, uses the Cauchy–Schwarz inequality to get ⟨e,p⟩ ≤ D, and hands `nlinarith` the product (D − s)(1 − D − s) from the derivation above.

```lean
/-- With gradient `-e` and the saddle Hessian of a unit vector `e`, the optimal value is
`-D + D² / 2` for trust radii up to `1/2`. -/
theorem trustValue_saddle {e : E} (he : ‖e‖ = 1) {D : ℝ} (h0 : 0 ≤ D) (h1 : D ≤ 1 / 2) :
    trustValue (-e) (saddleHessian e) D = -D + D ^ 2 / 2 := by
  have hm : ∀ p, quadModel (-e) (saddleHessian e) p
      = -inner ℝ e p + (inner ℝ e p) ^ 2 - ‖p‖ ^ 2 / 2 := by
    intro p
    change inner ℝ (-e) p + inner ℝ p ((2 * inner ℝ e p) • e - p) / 2 = _
    rw [inner_neg_left, inner_sub_right, real_inner_smul_right, real_inner_comm e p,
      real_inner_self_eq_norm_sq]
    ring
  apply le_antisymm
  · have hn : ‖D • e‖ = D := by rw [norm_smul, he, Real.norm_of_nonneg h0, mul_one]
    have h := trustValue_le (-e) (saddleHessian e) hn.le
    rw [hm, hn, real_inner_smul_right, real_inner_self_eq_norm_sq, he] at h
    linarith
  · obtain ⟨p, hp, hv⟩ := (isLeast_trustValue (-e) (saddleHessian e) h0).1
    rw [mem_closedBall_zero_iff] at hp
    rw [← hv, hm]
    have hx : inner ℝ e p ≤ D := by
      have h := real_inner_le_norm e p
      rw [he, one_mul] at h
      exact h.trans hp
    have hs : ‖p‖ ^ 2 ≤ D ^ 2 := pow_le_pow_left₀ (norm_nonneg p) hp 2
    nlinarith [mul_nonneg (sub_nonneg.2 hx) (by linarith : 0 ≤ 1 - D - inner ℝ e p)]
```

The last theorem combines convexity on [0,1/2] with negative curvature along every nonzero `w` orthogonal to `e`. Convexity follows from the explicit formula, where the gap in the inequality is ab(x − y)²/2. For the curvature, ⟨e,w⟩ = 0 reduces ⟨w,Hw⟩ to −‖w‖². In one dimension no such `w` exists and the second part is empty; from two dimensions on, the Hessian is indefinite.

```lean
/-- With gradient `-e` and the saddle Hessian of a unit vector `e`, the optimal value is convex for
trust radii in `[0, 1/2]`, although every nonzero direction orthogonal to `e` has negative
curvature. -/
theorem convexOn_small_radii_saddle {e : E} (he : ‖e‖ = 1) :
    ConvexOn ℝ (Icc 0 (1 / 2)) (trustValue (-e) (saddleHessian e)) ∧
      ∀ w : E, inner ℝ e w = 0 → w ≠ 0 → inner ℝ w (saddleHessian e w) < 0 := by
  constructor
  · refine ⟨convex_Icc _ _, fun x hx y hy a b ha hb hab => ?_⟩
    have hz := convex_Icc (0 : ℝ) (1 / 2) hx hy ha hb hab
    rw [trustValue_saddle he hz.1 hz.2, trustValue_saddle he hx.1 hx.2,
      trustValue_saddle he hy.1 hy.2]
    simp only [smul_eq_mul]
    obtain rfl : b = 1 - a := by linarith
    nlinarith [mul_nonneg (mul_nonneg ha hb) (sq_nonneg (x - y))]
  · intro w hw hw0
    change inner ℝ w ((2 * inner ℝ e w) • e - w) < 0
    rw [hw, mul_zero, zero_smul, zero_sub, inner_neg_right, real_inner_self_eq_norm_sq]
    have hn : 0 < ‖w‖ := norm_pos_iff.2 hw0
    have h2 : 0 < ‖w‖ ^ 2 := by positivity
    linarith

end

end TrustRadiusConvexity
```

```lean
#print axioms TrustRadiusConvexity.convexOn_trustValue_iff_isPositive
#print axioms TrustRadiusConvexity.convexOn_small_radii_saddle
```

```
'TrustRadiusConvexity.convexOn_trustValue_iff_isPositive' depends on axioms: [propext, Classical.choice, Quot.sound]
'TrustRadiusConvexity.convexOn_small_radii_saddle' depends on axioms: [propext, Classical.choice, Quot.sound]
```
